# Two non-isomorphic eight-vertex trees with the same Hückel characteristic polynomial

Suppose I know all the orbital energies of a molecule in the Hückel model and want to recover which atoms are bonded to which. Two trees with eight vertices seem to defeat me. In the first, two adjacent centres carry three leaves each. In the second, a three-vertex path carries four leaves on one end and one leaf on the other. Both are said to have the adjacency characteristic polynomial

x⁸ − 7x⁶ + 9x⁴,

although their maximum degrees, 4 and 5, show that they are different graphs. Can this be derived without expanding two 8 × 8 determinants, and can the whole claim, including that the graphs are non-isomorphic trees, be made rigorous and checked by machine?

## Eliminating the outer atoms

Yes. In both trees every bond touches one of two atoms, which I call hubs 0 and 1. In the first tree they are the two centres; in the second they are the ends of the path, and its middle vertex counts as an outer atom.

Let α be the on-site energy, β the resonance integral, x the energy variable and y = x − α. Let A be the 2 × 2 matrix of hub–hub couplings and B the 2 × n matrix of couplings between the hubs and the n outer atoms, with entries β for a bond and 0 otherwise. With block rows separated by a semicolon, the secular matrix is

S = [ y·1 − A, −B ; −Bᵀ, y·1 ].

Multiply it on the right by T = [ y·1, 0 ; Bᵀ, 1 ]. The lower left block becomes −yBᵀ + yBᵀ = 0, so

S T = [ y²·1 − yA − BBᵀ, −B ; 0, y·1 ].

Since det T = y², taking determinants gives

det S · y² = det(y²·1 − yA − BBᵀ) · yⁿ.

The entry (i, j) of BBᵀ is β²cᵢⱼ, where cᵢⱼ is the number of outer atoms bonded to both hub i and hub j; cᵢᵢ is simply the number of outer neighbours of hub i. With a = 1 if the hubs are bonded and a = 0 if not, the 2 × 2 determinant is

(y² − c₀₀β²)(y² − c₁₁β²) − (aβy + c₀₁β²)².

For the first tree, c₀₀ = c₁₁ = 3, c₀₁ = 0 and a = 1:

(y² − 3β²)² − β²y² = y⁴ − 7β²y² + 9β⁴.

For the second, c₀₀ = 5, c₁₁ = 2, c₀₁ = 1 and a = 0:

(y² − 5β²)(y² − 2β²) − β⁴ = y⁴ − 7β²y² + 9β⁴.

With n = 6, cancelling y² as a nonzero polynomial gives in both cases

det S = y⁸ − 7β²y⁶ + 9β⁴y⁴.

Setting α = 0 and β = 1 gives the adjacency polynomial. It factors as x⁴(x⁴ − 7x² + 9), so its roots are x = 0 and the solutions of x² = (7 ± √13)/2.

Both graphs are connected and have seven edges on eight vertices, so they are trees. An isomorphism preserves degrees, and only the second tree has a vertex of degree 5, so none exists.

The smallest case of the two-hub formula has no outer atoms. For two bonded hubs it reads det S · y² = y⁴ − β²y², hence det S = y² − β², which gives the ethylene levels α ± β.

## The Lean file

```lean
import Mathlib

open Matrix Polynomial

namespace IsospectralTrees

/-- The Hückel Hamiltonian of a molecular graph, with on-site energy `α` and
resonance integral `β` on every bond. -/
noncomputable def huckel {V : Type*} [DecidableEq V] (G : SimpleGraph V)
    [DecidableRel G.Adj] (α β : ℝ) : Matrix V V ℝ :=
  α • (1 : Matrix V V ℝ) + β • G.adjMatrix ℝ

/-- The number of outer atoms bonded to both hub `i` and hub `j`; for `i = j` this is
the number of outer neighbours of the hub. -/
def common {κ : Type*} [Fintype κ] (G : SimpleGraph (Fin 2 ⊕ κ))
    [DecidableRel G.Adj] (i j : Fin 2) : ℕ :=
  (Finset.univ.filter fun k : κ =>
    G.Adj (.inl i) (.inr k) ∧ G.Adj (.inl j) (.inr k)).card

/-- Bonds of the first tree: the hubs are bonded and carry three leaves each. -/
def twinBond : Fin 2 ⊕ Fin 6 → Fin 2 ⊕ Fin 6 → Bool
  | .inl i, .inl j => decide (i ≠ j)
  | .inl i, .inr k => decide (i.val = 0 ↔ k.val < 3)
  | _, _ => false

/-- Bonds of the second tree: outer atom 4 bridges the hubs, which carry four leaves
and one leaf. -/
def bridgeBond : Fin 2 ⊕ Fin 6 → Fin 2 ⊕ Fin 6 → Bool
  | .inl i, .inr k => if i.val = 0 then decide (k.val ≤ 4) else decide (4 ≤ k.val)
  | _, _ => false

/-- Two adjacent centres with three leaves each. -/
def twin : SimpleGraph (Fin 2 ⊕ Fin 6) :=
  SimpleGraph.fromRel fun u v => twinBond u v = true

/-- A three-vertex path whose ends carry four leaves and one leaf. -/
def bridged : SimpleGraph (Fin 2 ⊕ Fin 6) :=
  SimpleGraph.fromRel fun u v => bridgeBond u v = true

instance : DecidableRel twin.Adj := fun u v =>
  inferInstanceAs (Decidable (u ≠ v ∧ (twinBond u v = true ∨ twinBond v u = true)))

instance : DecidableRel bridged.Adj := fun u v =>
  inferInstanceAs (Decidable (u ≠ v ∧ (bridgeBond u v = true ∨ bridgeBond v u = true)))

/-- A special case of Löwdin partitioning as a determinant identity: outer sites with the same
diagonal entry `y` and no mutual coupling are eliminated, which leaves a term `B * D` among the
inner sites. -/
theorem lowdin_partition {R m n : Type*} [CommRing R] [Fintype m] [Fintype n]
    [DecidableEq m] [DecidableEq n] (A : Matrix m m R) (B : Matrix m n R)
    (D : Matrix n m R) (y : R) :
    (fromBlocks (y • 1 - A) (-B) (-D) (y • 1)).det * y ^ Fintype.card m =
      (y ^ 2 • 1 - y • A - B * D).det * y ^ Fintype.card n := by
  -- a block triangular factor removes the lower left block
  have h : fromBlocks (y • 1 - A) (-B) (-D) (y • 1) *
      fromBlocks (y • (1 : Matrix m m R)) 0 D (1 : Matrix n n R) =
      fromBlocks (y ^ 2 • 1 - y • A - B * D) (-B) 0 (y • 1) := by
    rw [fromBlocks_multiply, Matrix.fromBlocks_inj]
    refine ⟨?_, ?_, ?_, ?_⟩
    · simp [smul_smul, pow_two, sub_eq_add_neg]
    · simp
    · simp
    · simp
  have hd := congrArg Matrix.det h
  rw [det_mul, det_fromBlocks_zero₁₂, det_fromBlocks_zero₂₁] at hd
  simpa only [det_smul, det_one, mul_one] using hd

/-- If every bond touches one of two hubs, the Hückel characteristic polynomial is fixed by `α`,
`β`, the number of outer atoms, the hubs' outer neighbour counts, the number of their common outer
neighbours and whether the hubs are bonded. -/
theorem two_hub_charpoly {κ : Type*} [Fintype κ] [DecidableEq κ]
    (G : SimpleGraph (Fin 2 ⊕ κ)) [DecidableRel G.Adj]
    (hout : ∀ k l : κ, ¬ G.Adj (.inr k) (.inr l)) (α β : ℝ) :
    (huckel G α β).charpoly * (X - C α) ^ 2 =
      (((X - C α) ^ 2 - (common G 0 0 : ℝ[X]) * C β ^ 2) *
        ((X - C α) ^ 2 - (common G 1 1 : ℝ[X]) * C β ^ 2) -
        ((if G.Adj (.inl 0) (.inl 1) then C β else 0) * (X - C α) +
          (common G 0 1 : ℝ[X]) * C β ^ 2) ^ 2) * (X - C α) ^ Fintype.card κ := by
  obtain ⟨A, hA⟩ : ∃ A : Matrix (Fin 2) (Fin 2) ℝ[X],
      ∀ i j, A i j = if G.Adj (.inl i) (.inl j) then C β else 0 :=
    ⟨fun i j => if G.Adj (.inl i) (.inl j) then C β else 0, fun _ _ => rfl⟩
  obtain ⟨B, hB⟩ : ∃ B : Matrix (Fin 2) κ ℝ[X],
      ∀ i k, B i k = if G.Adj (.inl i) (.inr k) then C β else 0 :=
    ⟨fun i k => if G.Adj (.inl i) (.inr k) then C β else 0, fun _ _ => rfl⟩
  -- the secular matrix in hub/outer block form
  have hM : charmatrix (huckel G α β) =
      fromBlocks ((X - C α) • 1 - A) (-B) (-Bᵀ) ((X - C α) • 1) := by
    ext1 u v
    rcases u with i | k <;> rcases v with j | l
    · simp only [charmatrix_apply, huckel, Matrix.add_apply, Matrix.smul_apply,
        Matrix.one_apply, Matrix.diagonal_apply, SimpleGraph.adjMatrix_apply,
        fromBlocks_apply₁₁, Matrix.sub_apply, hA, Sum.inl.injEq, smul_eq_mul]
      split_ifs <;> simp
      ring
    · simp only [charmatrix_apply, huckel, Matrix.add_apply, Matrix.smul_apply,
        Matrix.one_apply, Matrix.diagonal_apply, SimpleGraph.adjMatrix_apply,
        fromBlocks_apply₁₂, Matrix.neg_apply, hB, reduceCtorEq, if_false, smul_eq_mul]
      split_ifs <;> simp
    · have e := G.adj_comm (.inr k) (.inl j)
      simp only [charmatrix_apply, huckel, Matrix.add_apply, Matrix.smul_apply,
        Matrix.one_apply, Matrix.diagonal_apply, SimpleGraph.adjMatrix_apply, e,
        fromBlocks_apply₂₁, Matrix.neg_apply, Matrix.transpose_apply, hB,
        reduceCtorEq, if_false, smul_eq_mul]
      split_ifs <;> simp
    · simp only [charmatrix_apply, huckel, Matrix.add_apply, Matrix.smul_apply,
        Matrix.one_apply, Matrix.diagonal_apply, SimpleGraph.adjMatrix_apply,
        fromBlocks_apply₂₂, hout, Sum.inr.injEq, if_false, smul_eq_mul]
      split_ifs <;> simp
  -- the effective coupling counts common outer neighbours
  have hBB : ∀ i j, (B * Bᵀ) i j = (common G i j : ℝ[X]) * C β ^ 2 := by
    intro i j
    rw [Matrix.mul_apply, common, Finset.card_filter, Nat.cast_sum, Finset.sum_mul]
    refine Finset.sum_congr rfl fun k _ => ?_
    rw [Matrix.transpose_apply, hB, hB]
    by_cases h1 : G.Adj (.inl i) (.inr k) <;>
      by_cases h2 : G.Adj (.inl j) (.inr k) <;> simp [h1, h2, pow_two]
  have hc : common G 1 0 = common G 0 1 := by
    unfold common
    congr 1
    ext k
    simp only [Finset.mem_filter]
    tauto
  have a00 : A 0 0 = 0 := by simp [hA]
  have a11 : A 1 1 = 0 := by simp [hA]
  have a10 : A 1 0 = A 0 1 := by
    rw [hA, hA]
    simp only [G.adj_comm (.inl 1) (.inl 0)]
  have o01 : (1 : Matrix (Fin 2) (Fin 2) ℝ[X]) 0 1 = 0 := by simp
  have o10 : (1 : Matrix (Fin 2) (Fin 2) ℝ[X]) 1 0 = 0 := by simp
  have h := lowdin_partition A B Bᵀ (X - C α)
  rw [← hM, Fintype.card_fin, det_fin_two] at h
  simp only [Matrix.sub_apply, Matrix.smul_apply, Matrix.one_apply_eq, o01, o10,
    hBB, hc, a00, a11, a10, smul_eq_mul] at h
  rw [Matrix.charpoly, h, ← hA 0 1]
  ring

/-- With six outer atoms, no two of which are bonded to each other, the following two cases agree:
bonded hubs with outer neighbour counts 3, 3 and 0 in common, and unbonded hubs with counts 5, 2 and
1 in common, give the same Hückel polynomial. -/
theorem charpoly_of_counts {κ : Type*} [Fintype κ] [DecidableEq κ]
    (G : SimpleGraph (Fin 2 ⊕ κ)) [DecidableRel G.Adj]
    (hout : ∀ k l : κ, ¬ G.Adj (.inr k) (.inr l)) (hκ : Fintype.card κ = 6)
    (hG : (G.Adj (.inl 0) (.inl 1) ∧
        common G 0 0 = 3 ∧ common G 1 1 = 3 ∧ common G 0 1 = 0) ∨
      (¬ G.Adj (.inl 0) (.inl 1) ∧
        common G 0 0 = 5 ∧ common G 1 1 = 2 ∧ common G 0 1 = 1)) (α β : ℝ) :
    (huckel G α β).charpoly =
      (X - C α) ^ 8 - 7 * C β ^ 2 * (X - C α) ^ 6 + 9 * C β ^ 4 * (X - C α) ^ 4 := by
  have h := two_hub_charpoly G hout α β
  -- cancel the square of the shifted energy, then compare polynomials in two variables
  refine mul_right_cancel₀ (pow_ne_zero 2 (X_sub_C_ne_zero α)) (h.trans ?_)
  generalize (X - C α : ℝ[X]) = y
  generalize (C β : ℝ[X]) = b
  rcases hG with ⟨ha, h0, h1, hc⟩ | ⟨ha, h0, h1, hc⟩
  · rw [h0, h1, hc, if_pos ha, hκ]
    push_cast
    ring
  · rw [h0, h1, hc, if_neg ha, hκ]
    push_cast
    ring

/-- The Hückel characteristic polynomial of the tree with two adjacent centres. -/
theorem twin_charpoly (α β : ℝ) : (huckel twin α β).charpoly =
    (X - C α) ^ 8 - 7 * C β ^ 2 * (X - C α) ^ 6 + 9 * C β ^ 4 * (X - C α) ^ 4 :=
  charpoly_of_counts twin (by decide +kernel) (Fintype.card_fin 6)
    (Or.inl ⟨by decide +kernel, by decide +kernel, by decide +kernel,
      by decide +kernel⟩) α β

/-- The Hückel characteristic polynomial of the tree with a bridging atom. -/
theorem bridged_charpoly (α β : ℝ) : (huckel bridged α β).charpoly =
    (X - C α) ^ 8 - 7 * C β ^ 2 * (X - C α) ^ 6 + 9 * C β ^ 4 * (X - C α) ^ 4 :=
  charpoly_of_counts bridged (by decide +kernel) (Fintype.card_fin 6)
    (Or.inr ⟨by decide +kernel, by decide +kernel, by decide +kernel,
      by decide +kernel⟩) α β

/-- The Hückel Hamiltonian with `α = 0` and `β = 1` is the adjacency matrix. -/
theorem huckel_zero_one {V : Type*} [DecidableEq V] (G : SimpleGraph V)
    [DecidableRel G.Adj] : huckel G 0 1 = G.adjMatrix ℝ := by
  simp [huckel]

/-- The Hückel polynomial at `α = 0` and `β = 1`, written out. -/
theorem unit_polynomial :
    ((X - C 0) ^ 8 - 7 * C 1 ^ 2 * (X - C 0) ^ 6 + 9 * C 1 ^ 4 * (X - C 0) ^ 4 : ℝ[X]) =
      X ^ 8 - 7 * X ^ 6 + 9 * X ^ 4 := by
  simp

/-- A graph is a tree if every vertex is within two bonds of a root and the degrees sum
to twice the number of vertices minus two. -/
theorem isTree_of_root {V : Type*} [Fintype V] [DecidableEq V] (G : SimpleGraph V)
    [DecidableRel G.Adj] (r : V)
    (h : ∀ v, v = r ∨ ∃ w, (w = r ∨ G.Adj r w) ∧ G.Adj w v)
    (hd : ∑ v, G.degree v + 2 = 2 * Fintype.card V) : G.IsTree := by
  have hr : ∀ v, G.Reachable r v := by
    intro v
    rcases h v with hv | ⟨w, hw | hw, hv⟩
    · rw [hv]
    · rw [← hw]
      exact hv.reachable
    · exact hw.reachable.trans hv.reachable
  rw [SimpleGraph.isTree_iff_connected_and_card]
  refine ⟨(SimpleGraph.connected_iff _).2
    ⟨fun u v => (hr u).symm.trans (hr v), ⟨r⟩⟩, ?_⟩
  have hs := G.sum_degrees_eq_twice_card_edges
  rw [Nat.card_eq_fintype_card, Nat.card_eq_fintype_card, ← SimpleGraph.edgeFinset_card]
  omega

/-- The maximum degrees of the two graphs are 4 and 5. -/
theorem maxDegrees : twin.maxDegree = 4 ∧ bridged.maxDegree = 5 := by
  constructor <;> decide +kernel

/-- The two graphs are non-isomorphic trees, both with adjacency characteristic polynomial
`x^8 - 7x^6 + 9x^4`, and their Hückel characteristic polynomials agree for all `α`, `β`. -/
theorem isospectral_trees :
    twin.IsTree ∧ bridged.IsTree ∧ IsEmpty (twin ≃g bridged) ∧
    (twin.adjMatrix ℝ).charpoly = X ^ 8 - 7 * X ^ 6 + 9 * X ^ 4 ∧
    (bridged.adjMatrix ℝ).charpoly = X ^ 8 - 7 * X ^ 6 + 9 * X ^ 4 ∧
    ∀ α β : ℝ, (huckel twin α β).charpoly = (huckel bridged α β).charpoly := by
  refine ⟨isTree_of_root twin (.inl 0) (by decide +kernel) (by decide +kernel),
    isTree_of_root bridged (.inr 4) (by decide +kernel) (by decide +kernel),
    ⟨fun f => ?_⟩, ?_, ?_, fun α β => (twin_charpoly α β).trans (bridged_charpoly α β).symm⟩
  · -- an isomorphism would carry a vertex of degree at most 4 to one of degree 5
    have e := Fintype.card_congr (f.mapNeighborSet (f.symm (.inl 0)))
    simp only [SimpleGraph.card_neighborSet_eq_degree, RelIso.apply_symm_apply] at e
    have h5 : bridged.degree (.inl 0) = 5 := by decide +kernel
    have h4 := twin.degree_le_maxDegree (f.symm (.inl 0))
    rw [maxDegrees.1] at h4
    omega
  · rw [← huckel_zero_one]
    exact (twin_charpoly 0 1).trans unit_polynomial
  · rw [← huckel_zero_one]
    exact (bridged_charpoly 0 1).trans unit_polynomial

/-- The adjacency eigenvalues of the first tree are zero and the real numbers whose
squares are `(7 + √13)/2` or `(7 - √13)/2`. -/
theorem adjacency_levels (x : ℝ) : (twin.adjMatrix ℝ).charpoly.IsRoot x ↔
    x = 0 ∨ x ^ 2 = (7 + √13) / 2 ∨ x ^ 2 = (7 - √13) / 2 := by
  have s : √(13 : ℝ) ^ 2 = 13 := Real.sq_sqrt (by norm_num)
  have hx : (twin.adjMatrix ℝ).charpoly.eval x =
      x ^ 4 * ((x ^ 2 - (7 + √13) / 2) * (x ^ 2 - (7 - √13) / 2)) := by
    rw [isospectral_trees.2.2.2.1]
    simp only [eval_add, eval_sub, eval_mul, eval_pow, eval_X, eval_ofNat]
    linear_combination (x ^ 4 / 4) * s
  rw [Polynomial.IsRoot.def, hx, mul_eq_zero, mul_eq_zero, sub_eq_zero, sub_eq_zero,
    pow_eq_zero_iff (by norm_num)]

end IsospectralTrees
```

```lean
#print axioms IsospectralTrees.isospectral_trees
#print axioms IsospectralTrees.adjacency_levels
```

```
'IsospectralTrees.isospectral_trees' depends on axioms: [propext, Classical.choice, Quot.sound]
'IsospectralTrees.adjacency_levels' depends on axioms: [propext, Classical.choice, Quot.sound]
```

## What the theorems say about the molecules

The vertex type `Fin 2 ⊕ Fin 6` separates hubs from outer atoms: `.inl 0` and `.inl 1` are the hubs, and `.inr 0` to `.inr 5` are the outer atoms. The graphs are `twin` and `bridged`; in the latter, `.inr 4` is the middle of the path. Each bond between a hub and an outer atom is listed only from the hub's side; `SimpleGraph.fromRel` makes the relation symmetric and excludes loops.

`huckel G α β` is the matrix α·1 + β·(adjacency matrix). All atoms therefore share one on-site energy, all bonds share one resonance integral, and there is no overlap matrix. `charpoly` is the determinant of X·1 minus the matrix, where `X` is the energy variable and `C α` is the number α read as a constant polynomial.

The main theorem, `isospectral_trees`, states that both graphs are trees, that the type of isomorphisms `twin ≃g bridged` is empty, that both adjacency matrices have the stated polynomial, and that the two Hückel polynomials agree for all real α and β. Because these matrices are real symmetric, equal polynomials mean equal orbital energies with equal multiplicities. Within this non-interacting model with uniform parameters, orbital energies alone thus do not in general determine the bonding graph.

`adjacency_levels` identifies the real roots for `twin`, without their multiplicities; the shared polynomial gives `bridged` the same roots.

The example concerns graphs more than real π systems: an sp² carbon has at most three σ neighbours, so neither tree is the carbon skeleton of a conjugated hydrocarbon.

## How the proof follows the derivation

`lowdin_partition` is the determinant identity above, over any commutative ring and with independent coupling blocks `B` and `D`. Löwdin partitioning in general inverts the secular block of the eliminated sites. Here that block is y·1, and multiplying through by y avoids the inverse. The proof checks the product S T block by block, then takes determinants of block triangular matrices.

`two_hub_charpoly` applies this to any graph on two hubs and finitely many outer atoms. Its hypothesis `hout` says that no two outer atoms are bonded. The step `hM` matches the secular matrix to its block form, with one case for each block. The step `hBB` shows that each entry of BBᵀ is β² times the number of common outer neighbours, which the file calls `common`. The 2 × 2 determinant is then expanded, and `ring` brings it to the stated form. The factor (X − α)² stays on the left, so the formula also makes sense with fewer than two outer atoms.

`charpoly_of_counts` inserts the two sets of counts. It cancels (X − α)² with `mul_right_cancel₀`, which is legitimate because X − α is a nonzero polynomial; no energy value has to be excluded. It then replaces X − α and β by the variables `y` and `b`, and `ring` verifies the two short expansions. `twin_charpoly` and `bridged_charpoly` supply the actual graphs, whose neighbour counts are found by finite evaluation with `decide +kernel`. `huckel_zero_one` and `unit_polynomial` specialise to α = 0 and β = 1.

For the tree property, `isTree_of_root` asks that every vertex lie within two bonds of a chosen root and that the degrees sum to twice the number of vertices minus two. The first condition gives connectedness, the second the edge count. The root is hub 0 in `twin` and the bridging atom in `bridged`.

To exclude an isomorphism, the proof takes hub 0 of `bridged`, which has degree 5, and pulls it back to `twin`. Its preimage would also have degree 5, but `maxDegrees` bounds every degree in `twin` by 4.

Finally, `adjacency_levels` factors the polynomial using (√13)² = 13 and reads off when a factor vanishes.
